# Even moments of a centred Gaussian variable are pairing counts times powers of the variance

A pairing of \(2n\) factors is represented here as a permutation of \(2n\) labels made of exactly \(n\) two-cycles. For four labels there are three: \((0\,1)(2\,3)\), \((0\,2)(1\,3)\) and \((0\,3)(1\,2)\). The number of pairings is thus a count of concrete objects, and its link to the double factorial is something to prove.

Let \(s>0\) be the variance, \(w(x)=e^{-x^2/(2s)}\) the weight, and

\[
\langle x^n\rangle=\frac{\int x^n w(x)\,dx}{\int w(x)\,dx},
\]

with integrals over the real line. Write \(P_n\) for the number of pairings of \(2n\) factors. Then, for every \(n\ge 0\),

\[
\langle x^{n+2}\rangle=(n+1)\,s\,\langle x^n\rangle,\qquad
\langle x^{2n+1}\rangle=0,\qquad
\langle x^{2n}\rangle=P_n s^n,
\]

and \(P_{n+1}=(2n+1)!!\), the product of the odd numbers from 1 to \(2n+1\).

## Thermal momenta and harmonic ring-polymer modes

A code that draws Maxwell–Boltzmann momenta uses this distribution for each Cartesian component, with \(s=mk_BT\) for mass \(m\) and temperature \(T\). For a ring polymer of \(N\) beads in a harmonic potential, sampled at temperature \(NT\), an orthonormal normal-mode coordinate has \(s=Nk_BT/(m\Omega^2)\), where \(\Omega^2>0\) is the sum of the squared frequencies of the external potential and of the ring springs in that mode.

In these one-mode Gaussian cases the fourth moment is \(3s^2\). Once the variance of a sampled distribution is right, comparing its fourth moment with this value tests its shape. A centred uniform distribution with the same variance gives \(\tfrac95 s^2\) instead.

## From integration by parts to pairings

The Gaussian decays faster than any power grows, so every \(x^n w\) is integrable. In polar coordinates,

\[
\Bigl(\int w\,dx\Bigr)^2=2\pi\int_0^\infty e^{-r^2/(2s)}\,r\,dr=2\pi s ,
\]

so the normalisation is \(\sqrt{2\pi s}\), which is not zero.

Since \(w'=-(x/s)\,w\), a differentiable function \(f\) satisfies

\[
(fw)'=f'w-\frac1s\,x f w .
\]

If all the terms are integrable, the left side integrates to zero, and

\[
\int x f w\,dx=s\int f' w\,dx .
\]

The choice \(f=1\) gives \(\langle x\rangle=0\). The choice \(f=x^{n+1}\) gives \(\int x^{n+2}w\,dx=(n+1)s\int x^n w\,dx\), and division by the normalisation yields the recursion. It starts from \(\langle x^0\rangle=1\).

To count pairings, write the \(2n\) labels in a row, in one of \((2n)!\) orders, and cut the row into consecutive pairs. Each pairing arises \(2^n n!\) times, from swaps within pairs and reorderings of the pairs. Hence \(P_n\,2^n n!=(2n)!\). The same identity for \(n+1\) reads

\[
P_{n+1}\,2^{n+1}(n+1)!=(2n+2)(2n+1)(2n)!=(2n+2)(2n+1)\,P_n\,2^n n! .
\]

Cancelling \(2(n+1)\,2^n n!\) leaves \(P_{n+1}=(2n+1)P_n\). With \(P_0=1\), this gives \(P_{n+1}=(2n+1)!!\).

Induction joins the two recursions. If \(\langle x^{2n}\rangle=P_n s^n\), then

\[
\langle x^{2n+2}\rangle=(2n+1)\,s\,P_n s^n=P_{n+1}s^{n+1}.
\]

For odd powers, \(\langle x^{2n+3}\rangle=(2n+2)\,s\,\langle x^{2n+1}\rangle=0\).

**The case \(s=2\).** The recursion gives \(\langle x^2\rangle=2\), \(\langle x^4\rangle=3\cdot2\cdot2=12\) and \(\langle x^6\rangle=5\cdot2\cdot12=120\). The pairing formula agrees: six factors have 15 pairings, and \(15\cdot2^3=120\).

**The case \(s=-1\).** Without positivity the weight can become \(e^{x^2/2}\), which grows and cannot be normalised. Lean assigns the value 0 to the divergent integral and to the quotient \(0/0\), so `moment (-1) 0` is 0 and the claim \(\langle x^0\rangle=1\) fails.

## The Lean file

```lean
import Mathlib

open MeasureTheory

namespace GaussianMoments

noncomputable section

/-- The unnormalised centred Gaussian weight `exp (-x² / (2s))`, for variance `s > 0`. -/
def weight (s x : ℝ) : ℝ := Real.exp (-(1 / (2 * s)) * x ^ 2)

/-- The `n`-th moment `⟨xⁿ⟩` of the normalised Gaussian weight, for variance `s > 0`. -/
def moment (s : ℝ) (n : ℕ) : ℝ := (∫ x, x ^ n * weight s x) / ∫ x, weight s x

/-- The complete pairings of `2n` labelled factors, encoded as the permutations that
consist of exactly `n` two-cycles. -/
def pairings (n : ℕ) : Finset (Equiv.Perm (Fin (2 * n))) :=
  Finset.univ.filter fun g => g.cycleType = Multiset.replicate n 2

/-- Every power of the coordinate is integrable against the Gaussian weight. -/
theorem integrable_pow_mul_weight {s : ℝ} (hs : 0 < s) (n : ℕ) :
    Integrable fun x : ℝ => x ^ n * weight s x := by
  have h := integrable_rpow_mul_exp_neg_mul_sq (b := 1 / (2 * s)) (by positivity)
    (s := (n : ℝ)) (by linarith [(Nat.cast_nonneg n : (0 : ℝ) ≤ n)])
  simpa only [Real.rpow_natCast, weight] using h

/-- The Gaussian weight is integrable and its integral is `√(2πs)`. -/
theorem weight_integral {s : ℝ} (hs : 0 < s) :
    Integrable (weight s) ∧ ∫ x, weight s x = √(2 * Real.pi * s) := by
  refine ⟨by simpa using integrable_pow_mul_weight hs 0, ?_⟩
  exact (integral_gaussian (1 / (2 * s))).trans
    (by congr 1; rw [one_div, div_inv_eq_mul]; ring)

/-- Gaussian integration by parts: under the weight, a factor `x` is traded for `s` times
a derivative of the remaining function. -/
theorem integration_by_parts {s : ℝ} (hs : s ≠ 0) {f f' : ℝ → ℝ}
    (hf : ∀ x, HasDerivAt f (f' x) x)
    (h0 : Integrable fun x => f x * weight s x)
    (h1 : Integrable fun x => x * f x * weight s x)
    (h2 : Integrable fun x => f' x * weight s x) :
    ∫ x, x * f x * weight s x = s * ∫ x, f' x * weight s x := by
  -- the logarithmic derivative of the weight is `-x / s`
  have hw : ∀ x, HasDerivAt (weight s) (-(x / s) * weight s x) x := by
    intro x
    have h : HasDerivAt (fun y : ℝ => -(1 / (2 * s)) * y ^ 2) (-(x / s)) x := by
      refine ((hasDerivAt_pow 2 x).const_mul (-(1 / (2 * s)))).congr_deriv ?_
      rw [show (2 - 1 : ℕ) = 1 from rfl, pow_one]
      push_cast
      ring
    exact h.exp.congr_deriv (mul_comm _ _)
  -- the total derivative of `f` times the weight integrates to zero
  have key := integral_eq_zero_of_hasDerivAt_of_integrable
    (f := fun x => f x * weight s x)
    (f' := fun x => f' x * weight s x - s⁻¹ * (x * f x * weight s x))
    (fun x => ((hf x).fun_mul (hw x)).congr_deriv (by ring))
    (h2.sub (h1.const_mul s⁻¹)) h0
  rw [integral_sub h2 (h1.const_mul s⁻¹), integral_const_mul] at key
  have hc : s * s⁻¹ = 1 := mul_inv_cancel₀ hs
  linear_combination (-s) * key - (∫ x, x * f x * weight s x) * hc

/-- The Gaussian moments start from `⟨x⁰⟩ = 1` and `⟨x¹⟩ = 0` and obey
`⟨xⁿ⁺²⟩ = (n + 1) s ⟨xⁿ⟩`. -/
theorem moment_recursion {s : ℝ} (hs : 0 < s) :
    moment s 0 = 1 ∧ moment s 1 = 0 ∧
      ∀ n : ℕ, moment s (n + 2) = ((n : ℝ) + 1) * s * moment s n := by
  have hZ : ∫ x, weight s x ≠ 0 := by
    rw [(weight_integral hs).2]
    positivity
  refine ⟨?_, ?_, fun n => ?_⟩
  · unfold moment
    simp only [pow_zero, one_mul]
    exact div_self hZ
  · -- integration by parts with a constant function
    have h := integration_by_parts hs.ne' (f := fun _ => 1) (f' := fun _ => 0)
      (fun x => hasDerivAt_const x 1)
      (by simpa using integrable_pow_mul_weight hs 0)
      (by simpa using integrable_pow_mul_weight hs 1) (by simp)
    have h' : ∫ x, x ^ 1 * weight s x = 0 := by simpa using h
    rw [moment, h', zero_div]
  · -- integration by parts with the power `n + 1`
    have e : (fun x : ℝ => x * x ^ (n + 1) * weight s x)
        = fun x => x ^ (n + 2) * weight s x := by
      funext x
      ring
    have e2 : (fun x : ℝ => ((n : ℝ) + 1) * x ^ n * weight s x)
        = fun x => ((n : ℝ) + 1) * (x ^ n * weight s x) := by
      funext x
      ring
    have h := integration_by_parts hs.ne' (f := fun x => x ^ (n + 1))
      (f' := fun x => ((n : ℝ) + 1) * x ^ n)
      (fun x => by simpa using hasDerivAt_pow (n + 1) x)
      (integrable_pow_mul_weight hs (n + 1))
      (by rw [e]; exact integrable_pow_mul_weight hs (n + 2))
      (by rw [e2]; exact (integrable_pow_mul_weight hs n).const_mul _)
    rw [e, e2, integral_const_mul] at h
    unfold moment
    rw [h]
    ring

/-- The number of pairings of `2n` factors, times `2ⁿ n!`, is `(2n)!`. -/
theorem pairings_card_mul (n : ℕ) :
    (pairings n).card * (2 ^ n * n.factorial) = (2 * n).factorial := by
  have h := Equiv.Perm.card_of_cycleType_mul_eq (α := Fin (2 * n)) (Multiset.replicate n 2)
  have hp : ∏ k ∈ (Multiset.replicate n 2).toFinset,
      ((Multiset.replicate n 2).count k).factorial = n.factorial := by
    rcases n with _ | m
    · simp
    · have ht : (Multiset.replicate (m + 1) 2).toFinset = {2} := by
        ext k
        rw [Multiset.mem_toFinset, Multiset.mem_replicate, Finset.mem_singleton]
        exact ⟨fun hk => hk.2, fun hk => ⟨Nat.succ_ne_zero m, hk⟩⟩
      rw [ht, Finset.prod_singleton, Multiset.count_replicate_self]
  have hc : (Multiset.replicate n 2).sum ≤ Fintype.card (Fin (2 * n)) ∧
      ∀ a ∈ Multiset.replicate n 2, 2 ≤ a :=
    ⟨by simp [mul_comm], fun a ha => (Multiset.eq_of_mem_replicate ha).ge⟩
  have h0 : Fintype.card (Fin (2 * n)) - (Multiset.replicate n 2).sum = 0 := by
    simp [mul_comm]
  rw [hp, if_pos hc, h0, Multiset.prod_replicate, Nat.factorial_zero, one_mul,
    Fintype.card_fin] at h
  exact h

/-- There is one pairing of no factors, and two additional factors multiply the number of
pairings of `2n` factors by `2n + 1`. -/
theorem pairings_recursion : (pairings 0).card = 1 ∧
    ∀ n : ℕ, (pairings (n + 1)).card = (2 * n + 1) * (pairings n).card := by
  refine ⟨by simpa using pairings_card_mul 0, fun n => ?_⟩
  have h1 : (pairings (n + 1)).card * (2 ^ (n + 1) * (n + 1).factorial)
      = (2 * n + 1 + 1).factorial := pairings_card_mul (n + 1)
  simp only [Nat.factorial_succ, pow_succ] at h1
  rw [← pairings_card_mul n] at h1
  -- cancel the common positive factor
  have hpos : 0 < 2 ^ n * n.factorial * (2 * (n + 1)) := by positivity
  apply Nat.eq_of_mul_eq_mul_right hpos
  linarith [h1]

/-- The number of pairings of `2(n + 1)` factors is the double factorial `(2n + 1)!!`. -/
theorem pairings_card_eq_doubleFactorial (n : ℕ) :
    (pairings (n + 1)).card = Nat.doubleFactorial (2 * n + 1) := by
  induction n with
  | zero =>
    rw [pairings_recursion.2, pairings_recursion.1]
    simp [Nat.doubleFactorial]
  | succ n ih =>
    rw [pairings_recursion.2, ih, show 2 * (n + 1) + 1 = (2 * n + 1) + 2 by ring,
      Nat.doubleFactorial_add_two]

/-- One-mode Wick theorem: odd Gaussian moments vanish, and `⟨x²ⁿ⟩` is `sⁿ` times the number
of complete pairings of `2n` factors. -/
theorem wick_one_mode {s : ℝ} (hs : 0 < s) (n : ℕ) :
    moment s (2 * n + 1) = 0 ∧ moment s (2 * n) = ((pairings n).card : ℝ) * s ^ n := by
  obtain ⟨m0, m1, hr⟩ := moment_recursion hs
  induction n with
  | zero =>
    refine ⟨by simpa using m1, ?_⟩
    rw [pairings_recursion.1, mul_zero, m0]
    simp
  | succ n ih =>
    constructor
    · rw [show 2 * (n + 1) + 1 = (2 * n + 1) + 2 by ring, hr, ih.1, mul_zero]
    · rw [pairings_recursion.2, show 2 * (n + 1) = 2 * n + 2 by ring, hr, ih.2]
      push_cast
      ring

/-- The even Gaussian moment of order `2(n + 1)` is `(2n + 1)!! sⁿ⁺¹`. -/
theorem moment_even_doubleFactorial {s : ℝ} (hs : 0 < s) (n : ℕ) :
    moment s (2 * (n + 1)) = (Nat.doubleFactorial (2 * n + 1) : ℝ) * s ^ (n + 1) := by
  rw [← pairings_card_eq_doubleFactorial]
  exact (wick_one_mode hs (n + 1)).2

end

end GaussianMoments
```

```lean
#print axioms GaussianMoments.moment_even_doubleFactorial
```

```
'GaussianMoments.moment_even_doubleFactorial' depends on axioms: [propext, Classical.choice, Quot.sound]
```

## How the theorems read, and where they stop

`weight s x` is the unnormalised Gaussian, and `moment s n` is the quotient of integrals defined above. `pairings n` is the finite set of permutations of `Fin (2 * n)` whose cycle type is `n` copies of 2; its cardinality is \(P_n\). The hypothesis `0 < s` stands for a positive temperature and, for a coordinate, a confining harmonic force.

`wick_one_mode` states the odd and even results for every natural number `n`, including zero. `moment_even_doubleFactorial` uses order `2 * (n + 1)`, so the double factorial starts at \(1!!\) and no subtraction of natural numbers is needed.

The proof follows the derivation closely:

- `integrable_pow_mul_weight` and `weight_integral` specialise Mathlib's Gaussian integrals to this weight.
- `integration_by_parts` differentiates \(fw\) and applies the theorem that an integrable function with an integrable derivative has a derivative of integral zero. The final `linear_combination` solves for \(\int xfw\,dx\). Differentiability of `f` and the three integrability conditions are hypotheses here.
- `moment_recursion` verifies those conditions for \(f=1\) and \(f=x^{n+1}\), then divides by the normalisation.
- `pairings_card_mul` obtains \(P_n2^n n!=(2n)!\) from Mathlib's count of permutations with a given cycle type, in place of the row-cutting argument.
- `pairings_recursion` cancels the common positive factor, and `pairings_card_eq_doubleFactorial` proceeds by induction.
- `wick_one_mode` carries the odd and even statements through one induction, and `moment_even_doubleFactorial` substitutes the double factorial for the count.

With a single variable every contraction equals \(s\), so Wick's sum over pairings collapses to a count. For several correlated coordinates each pairing contributes its own product of covariances, and that requires a multivariate argument. The theorems concern exact integrals for one centred Gaussian variable: they say nothing about anharmonic potentials, the statistical error of a finite sample, or whether a given thermostat or integrator produces this distribution.
